# The series-interpolated Kramers rate has a single maximum in friction

To find the friction at which an interpolated Kramers rate is largest, one can bisect on the slope of the inverse rate. This requires a starting interval on which the slope changes sign, and the root is certain to be the optimum if the rate rises everywhere before it and falls everywhere after it. Both hold for the interpolation treated here, and the starting interval is explicit.

## From the series formula to the turnover

Let $g>0$ be the reduced friction, $g=\gamma/(2\omega_b)$, where $\gamma$ is the friction rate in the Langevin equation and $\omega_b$ the frequency of the inverted parabola at the barrier top. Rates are measured in units of the transition-state rate. For moderate to strong friction the rate is the Kramers factor
$$\kappa(g)=\sqrt{1+g^2}-g .$$
For weak friction the escape is limited by energy exchange with the bath, and the rate is $a g$. Here $ag$ is the energy lost to weak friction during one oscillation at the barrier energy, divided by $k_BT$, and the constant $a>0$ does not depend on the friction. The interpolated rate $k$ is defined by
$$\frac1{k(g)}=\frac1{a g}+\frac1{\kappa(g)} .$$

The claim is that $1/k$ is strictly convex, that $k<\min(ag,1)$, that $k$ tends to $0$ as $g\to0^+$ and as $g\to\infty$, and that $k$ has exactly one maximum, at a friction $g_0$ with $\sqrt{1/(2a)}<g_0<\sqrt{1/a}$.

**Inverse rate.** Since $(\sqrt{1+g^2}+g)(\sqrt{1+g^2}-g)=1$, we have $1/\kappa=\sqrt{1+g^2}+g$, and therefore
$$\frac1{k(g)}=\frac1{a g}+\sqrt{1+g^2}+g .$$

**Bounds and limits.** From $g^2<1+g^2<(1+g)^2$ it follows that $0<\kappa<1$. Both terms of the series sum are positive, so $1/k$ exceeds each of them, which gives $0<k<ag$ and $k<\kappa<1$. The first bound forces $k\to0$ as $g\to0^+$. Also $1/k>g$, so $0<k<1/g$, and $k\to0$ as $g\to\infty$.

**Convexity.** The derivative of $1/k$ is
$$R(g)=\frac{g}{\sqrt{1+g^2}}+1-\frac1{a g^2}.$$
The first term is positive and its square, $1-1/(1+g^2)$, increases with $g$, so the term itself increases. The last term, $-1/(ag^2)$, increases strictly. Hence $R$ is strictly increasing and $1/k$ is strictly convex.

**Turnover.** At $l=\sqrt{1/(2a)}$ we have $al^2=1/2$, so $R(l)=l/\sqrt{1+l^2}-1<0$. At $u=\sqrt{1/a}$ we have $au^2=1$, so $R(u)=u/\sqrt{1+u^2}>0$. By continuity $R(g_0)=0$ for some $g_0$ between $l$ and $u$. Because $R$ is strictly increasing, it is negative below $g_0$ and positive above. So $1/k$ falls strictly and then rises strictly, and the positive function $k$ does the opposite. Any friction other than $g_0$ gives a smaller rate.

Convexity of $1/k$ must not be read as concavity of $k$. A positive concave function on $(0,\infty)$ can never decrease, whereas $k$ falls to zero at strong friction. The uniqueness of the maximum comes from the sign of $R$.

## Bisection for the optimal friction

In code, one starts with the interval $[l,u]$, evaluates $R$ at the midpoint, and keeps the half on which the sign changes. For a cubic potential with a barrier of about $7k_BT$, $a$ is close to 100. With $a=100$ the interval is about $[0.0707,0.1]$, and the search converges to $g_0\approx0.0956$ with $k(g_0)\approx0.830$. At large $g$ the difference $\sqrt{1+g^2}-g$ loses digits in floating-point arithmetic, so $\kappa$ is better evaluated as $1/(\sqrt{1+g^2}+g)$.

For classical molecular dynamics with a Langevin thermostat, the result says how a barrier-crossing rate depends on the chosen friction, insofar as this one-parameter interpolation describes it.

## Definitions in Lean

```lean
import Mathlib

open Set Filter Topology

namespace KramersTurnover

noncomputable section
```

The Kramers factor is a real function of the reduced friction.

```lean
/-- The Kramers transmission factor for moderate to strong friction, as a function of the
reduced friction `g`. -/
def kramersFactor (g : ℝ) : ℝ := √(1 + g ^ 2) - g
```

The rate takes the constant `a` and the friction `g`, both real numbers. The series rule is part of the definition: neither it nor the two limiting rates are derived from Langevin dynamics. Memory in the friction, several coupled coordinates and tunnelling are not modelled.

```lean
/-- The interpolated rate: the inverse of the weak-friction rate `a * g` and the inverse of the
Kramers factor are added in series. -/
def rate (a g : ℝ) : ℝ := 1 / (1 / (a * g) + 1 / kramersFactor g)
```

The definition does not restrict `g`, but the theorems about bounds and maxima do. Lean sets $1/0=0$, so `rate a 0` equals 1, which is larger than every rate at positive friction. A statement about the maximum over $g\ge0$ would therefore pick out the spurious point $g=0$.

The slope $R$ is written down as an explicit expression. Its link to the derivative is proved further on.

```lean
/-- The expression for the slope of the inverse rate as a function of friction. -/
def resistanceSlope (a g : ℝ) : ℝ := g / √(1 + g ^ 2) + 1 - 1 / (a * g ^ 2)
```

## The inverse rate and its bounds

The conjugate product appears as `h`. It also shows that the Kramers factor is nonzero, which permits the division.

```lean
/-- The inverse of the Kramers factor is `√(1 + g²) + g`. -/
theorem one_div_kramersFactor (g : ℝ) : 1 / kramersFactor g = √(1 + g ^ 2) + g := by
  have hs := Real.sq_sqrt (show (0 : ℝ) ≤ 1 + g ^ 2 by positivity)
  have h : (√(1 + g ^ 2) + g) * (√(1 + g ^ 2) - g) = 1 := by linear_combination hs
  have hne : √(1 + g ^ 2) - g ≠ 0 := by
    intro h0
    rw [h0] at h
    simp at h
  unfold kramersFactor
  rw [div_eq_iff hne]
  exact h.symm
```

Substituting this into the series formula gives the inverse rate in closed form.

```lean
/-- The inverse rate is `1/(a g) + √(1 + g²) + g`. -/
theorem one_div_rate (a g : ℝ) : 1 / rate a g = 1 / (a * g) + √(1 + g ^ 2) + g := by
  rw [rate, one_div_one_div, one_div_kramersFactor]
  ring
```

The next theorem assumes `0 < a` and `0 < g` and states three facts: the rate is positive, it lies below the smaller of $ag$ and $\kappa(g)$, and it lies below the smaller of $ag$ and $1$. The facts `hk` and `hk1` are the inequalities $0<\kappa<1$. The two `calc` blocks invert the comparison of $1/k$ with each term of the sum.

```lean
/-- The rate is positive, lies below both the weak-friction rate and the Kramers factor, and
lies below the smaller of `a g` and `1`. -/
theorem rate_bounds {a g : ℝ} (ha : 0 < a) (hg : 0 < g) :
    0 < rate a g ∧ rate a g < min (a * g) (kramersFactor g) ∧ rate a g < min (a * g) 1 := by
  have hk : 0 < kramersFactor g := by
    have : g < √(1 + g ^ 2) := Real.lt_sqrt_of_sq_lt (by linarith)
    unfold kramersFactor
    linarith
  have hk1 : kramersFactor g < 1 := by
    have : √(1 + g ^ 2) < 1 + g := (Real.sqrt_lt' (by linarith)).mpr (by nlinarith)
    unfold kramersFactor
    linarith
  have hp : 0 < 1 / (a * g) := by positivity
  have hq : 0 < 1 / kramersFactor g := by positivity
  have h1 : rate a g < a * g := by
    calc rate a g < 1 / (1 / (a * g)) := one_div_lt_one_div_of_lt hp (by linarith)
      _ = a * g := one_div_one_div _
  have h2 : rate a g < kramersFactor g := by
    calc rate a g < 1 / (1 / kramersFactor g) := one_div_lt_one_div_of_lt hq (by linarith)
      _ = kramersFactor g := one_div_one_div _
  exact ⟨one_div_pos.mpr (by linarith), lt_min h1 h2, lt_min h1 (h2.trans hk1)⟩
```

## Slope and strict convexity

`HasDerivAt` says that the inverse rate is differentiable at `g` with the stated derivative. The proof differentiates the three terms separately and adds them. The theorem assumes that the friction is positive and nothing about `a`.

```lean
/-- At positive friction the derivative of the inverse rate is `resistanceSlope`. -/
theorem hasDerivAt_one_div_rate (a : ℝ) {g : ℝ} (hg : 0 < g) :
    HasDerivAt (fun x => 1 / rate a x) (resistanceSlope a g) g := by
  have h1 : HasDerivAt (fun x : ℝ => a⁻¹ * x⁻¹) (a⁻¹ * -(g ^ 2)⁻¹) g :=
    (hasDerivAt_inv hg.ne').const_mul a⁻¹
  have h : HasDerivAt (fun x : ℝ => 1 + x ^ 2) (2 * g) g :=
    ((hasDerivAt_pow 2 g).const_add 1).congr_deriv (by norm_num)
  have h2 : HasDerivAt (fun x : ℝ => √(1 + x ^ 2)) (2 * g / (2 * √(1 + g ^ 2))) g :=
    h.sqrt (show (1 : ℝ) + g ^ 2 ≠ 0 by positivity)
  have e : (fun x => 1 / rate a x) = fun x => a⁻¹ * x⁻¹ + √(1 + x ^ 2) + x := by
    funext x
    rw [one_div_rate, one_div, mul_inv]
  rw [e]
  refine ((h1.fun_add h2).fun_add (hasDerivAt_id' g)).congr_deriv ?_
  rw [mul_div_mul_left _ _ (two_ne_zero : (2 : ℝ) ≠ 0)]
  unfold resistanceSlope
  ring
```

Strict monotonicity is stated on `Ioi 0`, the set of positive frictions. For the square-root term, `h2` clears the denominators and compares squares, which reduces the inequality to $x^2\le y^2$. The strict part comes from `h1`, the weak-friction term.

```lean
/-- The slope of the inverse rate increases strictly with friction. -/
theorem resistanceSlope_strictMonoOn {a : ℝ} (ha : 0 < a) :
    StrictMonoOn (resistanceSlope a) (Ioi 0) := by
  intro x hx y hy hxy
  have hx' : 0 < x := hx
  have hy' : 0 < y := hy
  have hsq : x ^ 2 < y ^ 2 := by nlinarith
  have h1 : 1 / (a * y ^ 2) < 1 / (a * x ^ 2) :=
    one_div_lt_one_div_of_lt (by positivity) (mul_lt_mul_of_pos_left hsq ha)
  -- the strong-friction part is monotone: compare squares after clearing denominators
  have h2 : x / √(1 + x ^ 2) ≤ y / √(1 + y ^ 2) := by
    rw [div_le_div_iff₀ (by positivity) (by positivity)]
    refine (pow_le_pow_iff_left₀ (by positivity) (by positivity) two_ne_zero).mp ?_
    rw [mul_pow, mul_pow, Real.sq_sqrt (by positivity), Real.sq_sqrt (by positivity)]
    nlinarith
  unfold resistanceSlope
  linarith
```

A continuous function on a convex set whose derivative is strictly increasing in the interior is strictly convex. The proof supplies continuity from differentiability and the increasing derivative from the preceding theorem.

```lean
/-- The inverse rate is a strictly convex function of friction. -/
theorem one_div_rate_strictConvexOn {a : ℝ} (ha : 0 < a) :
    StrictConvexOn ℝ (Ioi 0) (fun g => 1 / rate a g) := by
  refine StrictMonoOn.strictConvexOn_of_deriv (convex_Ioi 0)
    (fun x hx => (hasDerivAt_one_div_rate a hx).continuousAt.continuousWithinAt) ?_
  rw [interior_Ioi]
  intro x hx y hy hxy
  rw [(hasDerivAt_one_div_rate a hx).deriv, (hasDerivAt_one_div_rate a hy).deriv]
  exact resistanceSlope_strictMonoOn ha hx hy hxy
```

## Both limits of the friction

In the first limit, `𝓝[>] 0` means that $g$ approaches zero through positive values; in the second, `atTop` means $g\to\infty$. Each half is a squeeze: between $0$ and $ag$ for weak friction, and between $0$ and $1/g$ for strong friction.

```lean
/-- The rate vanishes in the limits of zero friction and of infinite friction. -/
theorem rate_tendsto_zero {a : ℝ} (ha : 0 < a) :
    Tendsto (rate a) (𝓝[>] 0) (𝓝 0) ∧ Tendsto (rate a) atTop (𝓝 0) := by
  constructor
  · have hlin : Tendsto (fun g : ℝ => a * g) (𝓝[>] 0) (𝓝 0) := by
      have hc : Continuous (fun g : ℝ => a * g) := by fun_prop
      have h := hc.tendsto 0
      rw [mul_zero] at h
      exact h.mono_left nhdsWithin_le_nhds
    refine tendsto_of_tendsto_of_tendsto_of_le_of_le' tendsto_const_nhds hlin ?_ ?_
    · filter_upwards [self_mem_nhdsWithin] with g hg
      exact (rate_bounds ha hg).1.le
    · filter_upwards [self_mem_nhdsWithin] with g hg
      exact ((rate_bounds ha hg).2.1.trans_le (min_le_left _ _)).le
  · refine tendsto_of_tendsto_of_tendsto_of_le_of_le' tendsto_const_nhds
      (tendsto_inv_atTop_zero (𝕜 := ℝ)) ?_ ?_
    · filter_upwards [eventually_gt_atTop (0 : ℝ)] with g hg
      exact (rate_bounds ha hg).1.le
    · filter_upwards [eventually_gt_atTop (0 : ℝ)] with g hg
      -- the inverse rate exceeds the friction itself
      have h : g ≤ 1 / rate a g := by
        have h1 : 0 < 1 / (a * g) := by positivity
        have h2 := Real.sqrt_nonneg (1 + g ^ 2)
        rw [one_div_rate]
        linarith
      calc rate a g = 1 / (1 / rate a g) := (one_div_one_div _).symm
        _ ≤ 1 / g := one_div_le_one_div_of_le hg h
        _ = g⁻¹ := one_div g
```

## The turnover and the unique maximum

The turnover theorem provides a friction `g₀` in the open interval `Ioo` between the two bounds. The rate is strictly increasing on `Ioc 0 g₀`, that is $0<g\le g_0$, and strictly decreasing on `Ici g₀`, that is $g\ge g_0$.

The proof follows the derivation above. `hneg` and `hpos` are the signs of $R$ at the two ends, and `intermediate_value_Ioo` supplies the zero. `hanti` and `hmono` turn the sign of the slope on each side into monotonicity of $1/k$. The last lines pass to $k$, using that the rate is positive.

```lean
/-- Kramers turnover: the rate rises strictly up to a friction lying between `√(1/(2a))` and
`√(1/a)`, and falls strictly beyond it. -/
theorem kramers_turnover {a : ℝ} (ha : 0 < a) :
    ∃ g₀ ∈ Ioo √(1 / (2 * a)) √(1 / a),
      StrictMonoOn (rate a) (Ioc 0 g₀) ∧ StrictAntiOn (rate a) (Ici g₀) := by
  have hl0 : 0 < √(1 / (2 * a)) := Real.sqrt_pos.mpr (by positivity)
  have hu0 : 0 < √(1 / a) := Real.sqrt_pos.mpr (by positivity)
  have hlu : √(1 / (2 * a)) < √(1 / a) :=
    Real.sqrt_lt_sqrt (by positivity) (one_div_lt_one_div_of_lt ha (by linarith))
  have hcont : ContinuousOn (resistanceSlope a) (Icc √(1 / (2 * a)) √(1 / a)) := by
    intro x hx
    have hx0 : 0 < x := hl0.trans_le hx.1
    have h1 : ContinuousAt (fun x : ℝ => x / √(1 + x ^ 2)) x :=
      ContinuousAt.div (by fun_prop) (by fun_prop) (by positivity)
    have h2 : ContinuousAt (fun x : ℝ => 1 / (a * x ^ 2)) x :=
      ContinuousAt.div (by fun_prop) (by fun_prop) (by positivity)
    have h : ContinuousAt (resistanceSlope a) x := (h1.add continuousAt_const).sub h2
    exact h.continuousWithinAt
  -- the slope changes sign between the two bounds
  have hneg : resistanceSlope a √(1 / (2 * a)) < 0 := by
    have e : a * √(1 / (2 * a)) ^ 2 = 1 / 2 := by
      rw [Real.sq_sqrt (by positivity)]
      field_simp
    have h : √(1 / (2 * a)) / √(1 + √(1 / (2 * a)) ^ 2) < 1 := by
      rw [div_lt_one (by positivity)]
      exact Real.lt_sqrt_of_sq_lt (by linarith)
    unfold resistanceSlope
    rw [e]
    linarith
  have hpos : 0 < resistanceSlope a √(1 / a) := by
    have e : a * √(1 / a) ^ 2 = 1 := by
      rw [Real.sq_sqrt (by positivity)]
      field_simp
    have h : 0 < √(1 / a) / √(1 + √(1 / a) ^ 2) := by positivity
    unfold resistanceSlope
    rw [e]
    linarith
  obtain ⟨g₀, hg, hz⟩ := intermediate_value_Ioo hlu.le hcont ⟨hneg, hpos⟩
  have hg0 : 0 < g₀ := hl0.trans hg.1
  have hanti : StrictAntiOn (fun g => 1 / rate a g) (Ioc 0 g₀) := by
    refine strictAntiOn_of_deriv_neg (convex_Ioc 0 g₀)
      (fun x hx => (hasDerivAt_one_div_rate a hx.1).continuousAt.continuousWithinAt) ?_
    intro x hx
    rw [interior_Ioc] at hx
    have h := resistanceSlope_strictMonoOn ha (mem_Ioi.mpr hx.1) (mem_Ioi.mpr hg0) hx.2
    rw [(hasDerivAt_one_div_rate a hx.1).deriv]
    linarith
  have hmono : StrictMonoOn (fun g => 1 / rate a g) (Ici g₀) := by
    refine strictMonoOn_of_deriv_pos (convex_Ici g₀) (fun x hx =>
      (hasDerivAt_one_div_rate a (hg0.trans_le hx)).continuousAt.continuousWithinAt) ?_
    intro x hx
    rw [interior_Ici] at hx
    have hx0 : 0 < x := hg0.trans hx
    have h := resistanceSlope_strictMonoOn ha (mem_Ioi.mpr hg0) (mem_Ioi.mpr hx0) hx
    rw [(hasDerivAt_one_div_rate a hx0).deriv]
    linarith
  -- pass from the inverse rate to the rate
  refine ⟨g₀, hg, ?_, ?_⟩
  · intro x hx y hy hxy
    exact lt_of_one_div_lt_one_div (rate_bounds ha hy.1).1 (hanti hx hy hxy)
  · intro x hx y hy hxy
    exact lt_of_one_div_lt_one_div (rate_bounds ha (hg0.trans_le hx)).1 (hmono hx hy hxy)
```

The final theorem says that exactly one positive friction `g` satisfies `rate a h ≤ rate a g` for every positive `h`. This is a global maximum, not merely a local one. For existence, any `h` lies on one side of `g₀`, and the monotonicity there gives the inequality. For uniqueness, a second maximiser would lie strictly to one side of `g₀`, where the rate is strictly smaller than at `g₀`, a contradiction.

```lean
/-- Exactly one positive friction maximises the rate over all positive frictions. -/
theorem existsUnique_optimal_friction {a : ℝ} (ha : 0 < a) :
    ∃! g : ℝ, 0 < g ∧ ∀ h : ℝ, 0 < h → rate a h ≤ rate a g := by
  obtain ⟨g₀, hg, hmono, hanti⟩ := kramers_turnover ha
  have hg0 : 0 < g₀ := (Real.sqrt_nonneg _).trans_lt hg.1
  refine ⟨g₀, ⟨hg0, ?_⟩, ?_⟩
  · intro h hh
    rcases le_total h g₀ with hle | hle
    · exact hmono.monotoneOn ⟨hh, hle⟩ ⟨hg0, le_rfl⟩ hle
    · exact hanti.antitoneOn (mem_Ici.mpr le_rfl) (mem_Ici.mpr hle) hle
  · rintro y ⟨hy, hmax⟩
    by_contra hne
    have hle := hmax g₀ hg0
    rcases lt_or_gt_of_ne hne with hlt | hgt
    · exact absurd (hmono ⟨hy, hlt.le⟩ ⟨hg0, le_rfl⟩ hlt) (not_lt_of_ge hle)
    · exact absurd (hanti (mem_Ici.mpr le_rfl) (mem_Ici.mpr (le_of_lt hgt)) hgt)
        (not_lt_of_ge hle)

end

end KramersTurnover
```

```lean
#print axioms KramersTurnover.hasDerivAt_one_div_rate
-- 'KramersTurnover.hasDerivAt_one_div_rate' depends on axioms: [propext, Classical.choice, Quot.sound]
#print axioms KramersTurnover.one_div_rate_strictConvexOn
-- 'KramersTurnover.one_div_rate_strictConvexOn' depends on axioms: [propext, Classical.choice, Quot.sound]
#print axioms KramersTurnover.rate_tendsto_zero
-- 'KramersTurnover.rate_tendsto_zero' depends on axioms: [propext, Classical.choice, Quot.sound]
#print axioms KramersTurnover.existsUnique_optimal_friction
-- 'KramersTurnover.existsUnique_optimal_friction' depends on axioms: [propext, Classical.choice, Quot.sound]
```
